# Repeated cyclic smoothing by a nonnegative normalised kernel makes every density uniform exactly when the kernel's support lies in no coset of a proper subgroup

## A walker that never spreads evenly

A walker on a ring of $N$ sites hops left or right with probability $1/2$ each. If $N$ is even and the walker starts at site 0, it is on an even site after every even number of hops and on an odd site after every odd number. Its distribution spreads over half the ring but never becomes uniform. If the walker may also stay put with positive probability, the alternation disappears. Which hopping probabilities lead to the uniform distribution?

The same question arises when a density on a periodic grid is smoothed again and again with a fixed kernel. For a one-dimensional grid and a nonnegative, normalised kernel, the answer tells whether repeated filtering removes every modulation.

## The condition on the support

Let $\mathbb Z_N$ be the integers modulo $N$, with $N\ge 1$, and let $p(x)\ge 0$ with $\sum_x p(x)=1$. Smoothing is cyclic convolution,
$$(p*q)(x)=\sum_y p(y)\,q(x-y).$$
Start from a unit peak, $p^{*0}(x)=\delta_{x,0}$, and set $p^{*(n+1)}=p*p^{*n}$. The theorem says that $p^{*n}(x)\to 1/N$ at every site $x$ if and only if the support of $p$ lies in no coset $a+H$ of a proper subgroup $H$. Any other starting density is a weighted sum of shifted peaks, so convergence from the peak implies that every density tends to its mean value.

Cosets matter, and not only subgroups: the hops $\pm1$ generate the whole ring, but for even $N$ they both lie in the coset of odd sites.

In the Lean file:

- `ZMod N` is the ring of sites, and `NeZero N` excludes $N=0$.
- `IsProb` states nonnegativity and normalisation; `conv` and `convPow` are $*$ and $p^{*n}$.
- `fourier p k` is the unnormalised sum $\hat p(k)=\sum_x p(x)e(kx)$, where `stdAddChar` is $e(x)=e^{2\pi i x/N}$.
- `InNoProperCoset` says that whenever $x-a\in H$ for all $x$ with $p(x)\ne0$, then $H$ is the whole group, written `⊤`.
- `Tendsto … atTop (𝓝 (1 / (N : ℝ)))` is the limit $n\to\infty$, taken site by site.

The theorem covers one fixed kernel on a finite ring in exact arithmetic. Kernels with negative weights, kernels that change from step to step and continuous space are not covered.

## Derivation with plane waves

**Amplitudes multiply.** Since $e(kx)=e(ky)\,e(k(x-y))$,
$$\widehat{p*q}(k)=\sum_y p(y)e(ky)\sum_x q(x-y)e(k(x-y))=\hat p(k)\hat q(k).$$
The unit peak has amplitude 1 at every $k$, so $p^{*n}$ has amplitude $\hat p(k)^n$.

**Inversion.** The sum $\sum_k e(k(y-x))$ is $N$ for $y=x$ and zero otherwise. Hence, for any real function $f$ on the ring,
$$\sum_k \hat f(k)e(-kx)=\sum_y f(y)\sum_k e(k(y-x))=N f(x).$$

**Nonzero modes decay.** Write $c=\hat p(k)$. Because $|e(kx)|=1$,
$$\sum_x p(x)|e(kx)-c|^2=1+|c|^2-2\,\mathrm{Re}\Big(\bar c\sum_x p(x)e(kx)\Big)=1-|c|^2.$$
Suppose $|c|\ge1$. The left side is a sum of nonnegative terms and the right side is at most zero, so every term vanishes and $e(kx)=c$ on the support. Choose $a$ in the support. Then $e(kx)=e(ka)$, hence $k(x-a)=0$ in $\mathbb Z_N$, and the support lies in $a+H$ with $H=\{z: kz=0\}$. Under the support condition $H$ is the whole group, so $1\in H$ and $k=0$. Thus $|\hat p(k)|<1$ for every $k\ne0$.

**Convergence.** Since $\hat p(0)=1$, the zero mode contributes exactly $1/N$, and inversion gives
$$\left|p^{*n}(x)-\frac1N\right|\le\frac1N\sum_{k\ne0}|\hat p(k)|^n\to0.$$

**The converse.** Let the support of $p$ lie in $a+H$. Then that of $p^{*n}$ lies in $na+H$. This holds for $n=0$. If $p^{*(n+1)}(x)\ne0$, some $y$ has $p(y)\ne0$ and $p^{*n}(x-y)\ne0$, and
$$x-(n+1)a=(y-a)+(x-y-na)\in H.$$
If $H$ were proper, there would be some $g\notin H$, and $p^{*n}(na+g)=0$ for every $n$. Convergence to $1/N>0$ at each of the finitely many sites, however, makes all sites positive at some common $n$, a contradiction.

**Neighbouring sites.** If $p(b)$ and $p(b+1)$ are both nonzero, any $H$ with a coset containing the support contains their difference 1, so it is the whole group. Such a kernel always smooths to uniform.

## Two sites, and smoothing by FFT

For $N=1$ the only distribution is already uniform. For $N=2$ with $p(1)=q$ and $p(0)=1-q$, the single nonzero mode has amplitude $1-2q$, and $p^{*n}(0)=\tfrac12\big(1+(1-2q)^n\big)$. This converges to $1/2$ exactly when $0<q<1$.

A code can apply $n$ smoothings to a density at once: Fourier transform the kernel and the density, multiply each amplitude of the density by the $n$-th power of the kernel's amplitude, and transform back. The amplitudes also reveal a surviving pattern. The kernel with weight $1/2$ at $\pm1$ has $\hat p(k)=\cos(2\pi k/N)$, which is $-1$ at $k=N/2$ for even $N$. The weights $\tfrac14,\tfrac12,\tfrac14$ at $-1,0,1$ give $\cos^2(\pi k/N)$, which removes that mode in one step.

## The Lean file

```lean
import Mathlib

open Filter Topology ZMod

namespace RepeatedSmoothing

noncomputable section

variable {N : ℕ} [NeZero N]

/-- A probability vector on the ring of `N` sites: nonnegative weights with sum one. -/
def IsProb (p : ZMod N → ℝ) : Prop := (∀ x, 0 ≤ p x) ∧ ∑ x, p x = 1

/-- Cyclic convolution of two functions on the ring. -/
def conv (p q : ZMod N → ℝ) (x : ZMod N) : ℝ := ∑ y, p y * q (x - y)

/-- The `n`-fold convolution power of `p`: a unit peak at site `0`, smoothed `n` times. -/
def convPow (p : ZMod N → ℝ) : ℕ → ZMod N → ℝ
  | 0 => fun x => if x = 0 then 1 else 0
  | n + 1 => conv p (convPow p n)

/-- The Fourier amplitude of `p` at wave number `k`. -/
def fourier (p : ZMod N → ℝ) (k : ZMod N) : ℂ := ∑ x, (p x : ℂ) * stdAddChar (k * x)

/-- The support of `p` lies in no coset of a proper subgroup. -/
def InNoProperCoset (p : ZMod N → ℝ) : Prop :=
  ∀ (H : AddSubgroup (ZMod N)) (a : ZMod N), (∀ x, p x ≠ 0 → x - a ∈ H) → H = ⊤

/-- Convolution theorem: the Fourier amplitudes of a cyclic convolution are the products of
the amplitudes. -/
theorem fourier_conv (p q : ZMod N → ℝ) (k : ZMod N) :
    fourier (conv p q) k = fourier p k * fourier q k := by
  calc fourier (conv p q) k
      = ∑ x, ∑ y, ((p y : ℂ) * stdAddChar (k * y)) *
          ((q (x - y) : ℂ) * stdAddChar (k * (x - y))) := by
        unfold fourier conv
        refine Finset.sum_congr rfl fun x _ => ?_
        push_cast
        rw [Finset.sum_mul]
        refine Finset.sum_congr rfl fun y _ => ?_
        -- the plane wave factorises over the two displacements
        have h : (stdAddChar (k * x) : ℂ) = stdAddChar (k * y) * stdAddChar (k * (x - y)) := by
          rw [← AddChar.map_add_eq_mul]
          congr 1
          ring
        rw [h]
        ring
    _ = ∑ y, ((p y : ℂ) * stdAddChar (k * y)) * fourier q k := by
        rw [Finset.sum_comm]
        refine Finset.sum_congr rfl fun y _ => ?_
        rw [← Finset.mul_sum]
        congr 1
        exact Equiv.sum_comp (Equiv.subRight y) (fun z => (q z : ℂ) * stdAddChar (k * z))
    _ = fourier p k * fourier q k := by
        rw [← Finset.sum_mul]
        rfl

/-- After `n` smoothings each Fourier amplitude is the `n`-th power of that of the kernel. -/
theorem fourier_convPow (p : ZMod N → ℝ) (n : ℕ) (k : ZMod N) :
    fourier (convPow p n) k = fourier p k ^ n := by
  induction n with
  | zero =>
    unfold fourier convPow
    rw [Finset.sum_eq_single 0]
    · simp
    · intro b _ hb
      simp [hb]
    · simp
  | succ n ih =>
    change fourier (conv p (convPow p n)) k = _
    rw [fourier_conv, ih, pow_succ']

/-- Fourier inversion on the ring: a function is recovered from its plane-wave amplitudes. -/
theorem fourier_inversion (f : ZMod N → ℝ) (x : ZMod N) :
    (N : ℂ) * (f x : ℂ) = ∑ k, fourier f k * stdAddChar (-(k * x)) := by
  symm
  calc ∑ k, fourier f k * stdAddChar (-(k * x))
      = ∑ k, ∑ y, (f y : ℂ) * stdAddChar (k * (y - x)) := by
        refine Finset.sum_congr rfl fun k _ => ?_
        unfold fourier
        rw [Finset.sum_mul]
        refine Finset.sum_congr rfl fun y _ => ?_
        rw [mul_assoc, ← AddChar.map_add_eq_mul]
        congr 2
        ring
    _ = ∑ y, (f y : ℂ) * (if y = x then (N : ℂ) else 0) := by
        rw [Finset.sum_comm]
        refine Finset.sum_congr rfl fun y _ => ?_
        -- orthogonality of plane waves
        have h := AddChar.sum_mulShift (y - x) (ZMod.isPrimitive_stdAddChar N)
        rw [← Finset.mul_sum, h]
        by_cases hy : y = x
        · simp [hy, ZMod.card]
        · simp [hy, sub_eq_zero]
    _ = (N : ℂ) * (f x : ℂ) := by simp [mul_comm]

/-- The variance of a plane wave under a probability vector `p` is one minus the squared modulus of
its Fourier amplitude. -/
theorem planeWave_variance {p : ZMod N → ℝ} (hp : IsProb p) (k : ZMod N) :
    ∑ x, p x * Complex.normSq (stdAddChar (k * x) - fourier p k)
      = 1 - Complex.normSq (fourier p k) := by
  have hre : (fourier p k).re = ∑ x, p x * (stdAddChar (k * x) : ℂ).re := by
    simp [fourier, Complex.re_sum]
  have him : (fourier p k).im = ∑ x, p x * (stdAddChar (k * x) : ℂ).im := by
    simp [fourier, Complex.im_sum]
  calc _ = ∑ x, ((1 + Complex.normSq (fourier p k)) * p x
          - 2 * (fourier p k).re * (p x * (stdAddChar (k * x) : ℂ).re)
          - 2 * (fourier p k).im * (p x * (stdAddChar (k * x) : ℂ).im)) := by
        refine Finset.sum_congr rfl fun x _ => ?_
        have h1 : Complex.normSq (stdAddChar (k * x) : ℂ) = 1 := by
          rw [Complex.normSq_eq_norm_sq, AddChar.norm_apply, one_pow]
        simp only [Complex.normSq_apply, Complex.sub_re, Complex.sub_im] at h1 ⊢
        linear_combination p x * h1
    _ = _ := by
        rw [Finset.sum_sub_distrib, Finset.sum_sub_distrib, ← Finset.mul_sum,
          ← Finset.mul_sum, ← Finset.mul_sum, hp.2, ← hre, ← him, Complex.normSq_apply]
        ring

/-- If the support of a probability vector `p` lies in no coset of a proper subgroup, every
amplitude at nonzero wave number has modulus below one. -/
theorem norm_fourier_lt_one {p : ZMod N → ℝ} (hp : IsProb p) (hs : InNoProperCoset p)
    {k : ZMod N} (hk : k ≠ 0) : ‖fourier p k‖ < 1 := by
  by_contra hlt
  have hc : 1 ≤ Complex.normSq (fourier p k) := by
    rw [Complex.normSq_eq_norm_sq]
    exact one_le_pow₀ (not_lt.mp hlt)
  have hv := planeWave_variance hp k
  -- zero variance: the wave is constant on the support
  have hz : ∀ x, p x ≠ 0 → (stdAddChar (k * x) : ℂ) = fourier p k := by
    intro x hx
    have hle : p x * Complex.normSq (stdAddChar (k * x) - fourier p k)
        ≤ ∑ y, p y * Complex.normSq (stdAddChar (k * y) - fourier p k) :=
      Finset.single_le_sum
        (f := fun y => p y * Complex.normSq (stdAddChar (k * y) - fourier p k))
        (fun i _ => mul_nonneg (hp.1 i) (Complex.normSq_nonneg _)) (Finset.mem_univ x)
    have h0 : p x * Complex.normSq (stdAddChar (k * x) - fourier p k) = 0 :=
      le_antisymm (by linarith) (mul_nonneg (hp.1 x) (Complex.normSq_nonneg _))
    exact sub_eq_zero.mp (Complex.normSq_eq_zero.mp ((mul_eq_zero.mp h0).resolve_left hx))
  obtain ⟨a, ha⟩ : ∃ a, p a ≠ 0 := by
    by_contra hn
    have hall : ∀ a, p a = 0 := fun a => by_contra fun h => hn ⟨a, h⟩
    have h1 := hp.2
    simp [hall] at h1
  -- so the support lies in a coset of the kernel of multiplication by `k`
  have hH := hs (AddMonoidHom.mulLeft k).ker a (fun x hx => by
    rw [AddMonoidHom.mem_ker]
    change k * (x - a) = 0
    rw [mul_sub, sub_eq_zero]
    exact ZMod.injective_stdAddChar ((hz x hx).trans (hz a ha).symm))
  have h1 : (1 : ZMod N) ∈ (AddMonoidHom.mulLeft k).ker := by
    rw [hH]
    exact AddSubgroup.mem_top _
  have h2 : k * 1 = 0 := AddMonoidHom.mem_ker.mp h1
  exact hk (by rwa [mul_one] at h2)

/-- For a probability vector `p`, the deviation from the uniform distribution after `n` smoothings
is bounded by the `n`-th powers of the moduli of the amplitudes at nonzero wave number, summed and
divided by `N`. -/
theorem smoothing_error {p : ZMod N → ℝ} (hp : IsProb p) (n : ℕ) (x : ZMod N) :
    |convPow p n x - 1 / N| ≤ (∑ k ∈ Finset.univ.erase 0, ‖fourier p k‖ ^ n) / N := by
  have hpos : (0 : ℝ) < N := Nat.cast_pos.mpr (NeZero.pos N)
  have hN : (N : ℂ) ≠ 0 := Nat.cast_ne_zero.mpr (NeZero.ne N)
  have h0 : fourier p 0 = 1 := by
    simp only [fourier, zero_mul, AddChar.map_zero_eq_one, mul_one]
    exact_mod_cast hp.2
  -- the zero mode is the uniform background
  have key : (((N : ℝ) * (convPow p n x - 1 / N) : ℝ) : ℂ)
      = ∑ k ∈ Finset.univ.erase 0, fourier p k ^ n * stdAddChar (-(k * x)) := by
    push_cast
    rw [mul_sub, mul_one_div_cancel hN, fourier_inversion,
      ← Finset.add_sum_erase _ _ (Finset.mem_univ (0 : ZMod N))]
    simp only [fourier_convPow, h0, one_pow, zero_mul, neg_zero, AddChar.map_zero_eq_one,
      mul_one, add_sub_cancel_left]
  rw [le_div_iff₀ hpos]
  calc |convPow p n x - 1 / N| * N
      = ‖(((N : ℝ) * (convPow p n x - 1 / N) : ℝ) : ℂ)‖ := by
        rw [Complex.norm_real, Real.norm_eq_abs, abs_mul, abs_of_pos hpos, mul_comm]
    _ ≤ ∑ k ∈ Finset.univ.erase 0, ‖fourier p k ^ n * stdAddChar (-(k * x))‖ := by
        rw [key]
        exact norm_sum_le _ _
    _ = _ := by
        refine Finset.sum_congr rfl fun k _ => ?_
        rw [norm_mul, norm_pow, AddChar.norm_apply, mul_one]

/-- If the support of `p` lies in the coset `a + H`, the `n`-th convolution power is supported
in the coset `n a + H`. -/
theorem convPow_support {p : ZMod N → ℝ} {H : AddSubgroup (ZMod N)} {a : ZMod N}
    (hs : ∀ x, p x ≠ 0 → x - a ∈ H) (n : ℕ) :
    ∀ x, convPow p n x ≠ 0 → x - n • a ∈ H := by
  induction n with
  | zero =>
    intro x hx
    have h0 : x = 0 := by
      by_contra h
      exact hx (by simp [convPow, h])
    simp [h0]
  | succ n ih =>
    intro x hx
    obtain ⟨y, _, hy⟩ := Finset.exists_ne_zero_of_sum_ne_zero hx
    have h := H.add_mem (hs y (left_ne_zero_of_mul hy)) (ih _ (right_ne_zero_of_mul hy))
    have e : x - (n + 1) • a = (y - a) + (x - y - n • a) := by
      rw [succ_nsmul]
      abel
    rwa [e]

/-- Repeated cyclic smoothing by a probability vector `p` converges to the uniform distribution
if and only if the support of `p` lies in no coset of a proper subgroup. -/
theorem tendsto_uniform_iff {p : ZMod N → ℝ} (hp : IsProb p) :
    (∀ x, Tendsto (fun n => convPow p n x) atTop (𝓝 (1 / (N : ℝ)))) ↔ InNoProperCoset p := by
  constructor
  · intro h H a hs
    by_contra hH
    obtain ⟨g, hg⟩ : ∃ g, g ∉ H := by
      by_contra hc
      exact hH ((AddSubgroup.eq_top_iff' H).mpr fun g => by_contra fun hg => hc ⟨g, hg⟩)
    have hpos : (0 : ℝ) < 1 / N := one_div_pos.mpr (Nat.cast_pos.mpr (NeZero.pos N))
    -- convergence would fill every site, including one outside the moving coset
    have hev : ∀ᶠ n in atTop, ∀ x, 0 < convPow p n x :=
      Filter.eventually_all.mpr fun x => (h x).eventually (lt_mem_nhds hpos)
    obtain ⟨n, hn⟩ := hev.exists
    have hmem := convPow_support hs n (n • a + g) (hn _).ne'
    rw [add_sub_cancel_left] at hmem
    exact hg hmem
  · intro hs x
    rw [tendsto_iff_dist_tendsto_zero]
    refine squeeze_zero (fun _ => dist_nonneg)
      (fun n => (Real.dist_eq _ _).trans_le (smoothing_error hp n x)) ?_
    have h : Tendsto (fun n : ℕ => (∑ k ∈ Finset.univ.erase 0, ‖fourier p k‖ ^ n) / (N : ℝ))
        atTop (𝓝 ((∑ k ∈ Finset.univ.erase (0 : ZMod N), (0 : ℝ)) / (N : ℝ))) :=
      (tendsto_finsetSum _ fun k hk => tendsto_pow_atTop_nhds_zero_of_lt_one (norm_nonneg _)
        (norm_fourier_lt_one hp hs (Finset.ne_of_mem_erase hk))).div_const _
    simp only [Finset.sum_const_zero, zero_div] at h
    exact h

/-- A smoothing kernel with weight on two neighbouring sites drives the distribution to the
uniform one. -/
theorem tendsto_uniform_of_neighbours {p : ZMod N → ℝ} (hp : IsProb p) {b : ZMod N}
    (h0 : p b ≠ 0) (h1 : p (b + 1) ≠ 0) (x : ZMod N) :
    Tendsto (fun n => convPow p n x) atTop (𝓝 (1 / (N : ℝ))) := by
  refine (tendsto_uniform_iff hp).mpr (fun H a hs => ?_) x
  -- the difference of the two sites generates the whole ring
  have hone : (1 : ZMod N) ∈ H := by
    have h := H.sub_mem (hs _ h1) (hs _ h0)
    have e : b + 1 - a - (b - a) = 1 := by ring
    rwa [e] at h
  refine (AddSubgroup.eq_top_iff' H).mpr fun y => ?_
  have h := H.nsmul_mem hone y.val
  rwa [nsmul_eq_mul, mul_one, ZMod.natCast_zmod_val] at h

end

end RepeatedSmoothing
```

```lean
#print axioms RepeatedSmoothing.tendsto_uniform_iff
-- 'RepeatedSmoothing.tendsto_uniform_iff' depends on axioms: [propext, Classical.choice, Quot.sound]
#print axioms RepeatedSmoothing.tendsto_uniform_of_neighbours
-- 'RepeatedSmoothing.tendsto_uniform_of_neighbours' depends on axioms: [propext, Classical.choice, Quot.sound]
```

## How the proof follows the derivation

`fourier_conv` factorises the plane wave, exchanges the sums with `Finset.sum_comm` and shifts the summation variable with `Equiv.sum_comp`. Induction then gives `fourier_convPow`. In `fourier_inversion`, orthogonality comes from `AddChar.sum_mulShift`.

`planeWave_variance` expands the square in real and imaginary parts. `norm_fourier_lt_one` argues by contradiction: `Finset.single_le_sum` bounds each term by the vanishing total, and `ZMod.injective_stdAddChar` turns equal phases into $kx=ka$. The subgroup $H$ is the kernel of `AddMonoidHom.mulLeft k`.

`smoothing_error` splits off $k=0$ with `Finset.add_sum_erase` and applies the triangle inequality. `convPow_support` is the induction on moving cosets.

In `tendsto_uniform_iff`, the forward direction uses `Filter.eventually_all` to find one $n$ at which all sites are positive. The reverse direction squeezes the deviation between zero and the decaying bound. `tendsto_uniform_of_neighbours` verifies the support condition by showing that $1\in H$ and that multiples of 1 reach every site.
